# A change of reference spinor shifts the photon polarization e₊ by a multiple of the momentum

Replacing the reference spinor \(r\) in a spinor-helicity polarization shifts that polarization along the photon momentum. I can accept this as algebra, but it still bothers me. The spinor \(r\) has nothing to do with the photon, and some choices even give \(e_+\) a time component. Why should a tree-level QED amplitude come out the same for every \(r\)? And does the sum over helicities still reduce to the usual \(-A\cdot B\) when \(r\) appears in both polarizations?

## The Ward identity removes the shift

The amplitude is the same for every allowed \(r\) exactly when it vanishes with the polarization replaced by the photon momentum. In QED it does vanish: this is the Ward identity, which holds for the sum of all tree diagrams with the external charged particles on shell. The helicity sum does contain reference-dependent terms, but they drop out between conserved currents.

Write four-vectors as complex 2×2 matrices, with \(A\cdot B=\tfrac12[\det(A+B)-\det A-\det B]\). For two-component spinors let \(\langle a,b\rangle=a_0b_1-a_1b_0\), which vanishes when \(a=b\). The photon momentum is \(K=k\tilde k^T\), the reference momentum is \(R=r\tilde r^T\), and

\[
e_+=\frac{\sqrt2\,r\tilde k^T}{\langle r,k\rangle},\qquad
e_-=\frac{\sqrt2\,k\tilde r^T}{\langle\tilde r,\tilde k\rangle}.
\]

Both brackets must be nonzero. For nonzero real momenta this says that \(R\) is not a multiple of \(K\); a reference momentum pointing opposite to the photon, as in the example below, is allowed.

**Products.** Expanding the determinants gives

\[
(ab^T)\cdot(cd^T)=\tfrac12\langle a,c\rangle\langle b,d\rangle .
\]

The products of \(e_+\) with itself, \(K\) and \(R\) contain \(\langle r,r\rangle\) or \(\langle\tilde k,\tilde k\rangle\), so they vanish. Those of \(e_-\) contain \(\langle k,k\rangle\) or \(\langle\tilde r,\tilde r\rangle\) and vanish too. The mixed product is

\[
e_+\cdot e_-=\frac{2}{\langle r,k\rangle\langle\tilde r,\tilde k\rangle}\cdot\frac{\langle r,k\rangle\langle\tilde k,\tilde r\rangle}{2}=-1 .
\]

**Helicity sum.** Put \(P=r\tilde k^T\), \(Q=k\tilde r^T\) and \(s=K\cdot R=\tfrac12\langle r,k\rangle\langle\tilde r,\tilde k\rangle\). The matrices \(K,R,P,Q\) form a basis, and their only nonzero products are \(K\cdot R=s\) and \(P\cdot Q=-s\). Hence

\[
sA=(R\cdot A)K+(K\cdot A)R-(Q\cdot A)P-(P\cdot A)Q .
\]

Take the product with \(B\), rearrange and divide by \(s\). Since \((e_+\cdot A)(e_-\cdot B)=(P\cdot A)(Q\cdot B)/s\), and likewise with \(A\) and \(B\) exchanged,

\[
(e_+\cdot A)(e_-\cdot B)+(e_-\cdot A)(e_+\cdot B)=-A\cdot B+\frac{(K\cdot A)(R\cdot B)+(R\cdot A)(K\cdot B)}{K\cdot R}.
\]

If \(K\cdot A=K\cdot B=0\), only \(-A\cdot B\) remains.

**Shift.** Writing out both components confirms the Schouten identity \(r'\langle r,k\rangle-r\langle r',k\rangle=\langle r,r'\rangle k\). Divide by \(\langle r,k\rangle\langle r',k\rangle\) and multiply by \(\sqrt2\,\tilde k^T\) on the right:

\[
e_+(r')-e_+(r)=\frac{\sqrt2\,\langle r,r'\rangle}{\langle r,k\rangle\langle r',k\rangle}\,K .
\]

**Amplitude.** Let \(M\) be the amplitude with this photon's polarization stripped off, a linear function of the matrix put in its place. If \(M(K)=0\), the shift contributes nothing. Conversely, suppose \(M(e_+)\) is the same for all allowed \(r\), and choose \(r'=r+k\). The coefficient is then \(\sqrt2/\langle r,k\rangle\neq0\), so \(M(K)=0\). If \(k=0\), no \(r\) is allowed and \(K=0\), so both conditions hold.

**Real momenta.** If \(\tilde k=k^*\) and \(\tilde r=r^*\), then \(\langle\tilde r,\tilde k\rangle=\langle r,k\rangle^*\) and \((rk^\dagger)^\dagger=kr^\dagger\), so \(e_-=e_+^\dagger\).

## A photon along z

Take \(k=\tilde k=(1,0)\) and \(r=\tilde r=(0,1)\). Then \(K\) is the four-vector \((\tfrac12,0,0,\tfrac12)\), both brackets are \(-1\), and

\[
e_+=\begin{pmatrix}0&0\\-\sqrt2&0\end{pmatrix}\;\leftrightarrow\;\tfrac1{\sqrt2}(0,-1,i,0),\qquad
e_-\;\leftrightarrow\;\tfrac1{\sqrt2}(0,-1,-i,0).
\]

For an outgoing photon, whose amplitude contains the complex conjugate of its polarization vector, \(e_+\) belongs to helicity \(+1\); for an incoming photon the two labels are exchanged. The product of the two vectors is \(-(\tfrac12+\tfrac12)=-1\). With \(r'=(1,1)\), we have \(\langle r,r'\rangle=-1\) and \(\langle r',k\rangle=-1\), so \(e_+\) shifts by \(-\sqrt2K\), or \(-\tfrac1{\sqrt2}(1,0,0,1)\). That is your time component, and it comes with an equal z component.

## The same statements in Lean

Spinors have type `Fin 2 → ℂ`, and `kt`, `rt` stand for \(\tilde k,\tilde r\). They are independent of `k` and `r`, so complex momenta are included. The dyad \(ab^T\) is `vecMulVec a b`, and `dot` is the product above. The map `bispinor` fixes the matrix convention, and `dot_bispinor` identifies `dot` with the Minkowski product of signature (+,−,−,−). One function `bracket` serves both kinds of spinor; textbooks usually write square brackets for the second kind, with varying signs.

The theorems `polarization_products`, `helicity_sum` and `polPlus_shift` assume the relevant brackets nonzero. In `helicity_sum_conserved`, the hypotheses `hA` and `hB` express current conservation. In `reference_independent_iff_ward`, `M` is an arbitrary complex-linear functional. That a given QED amplitude satisfies \(M(K)=0\) is not derived from Feynman diagrams; this physical input has to come from the full gauge-invariant sum of diagrams. The shift and the equivalence are stated for \(e_+\) only.

For one external massless photon in a tree-level calculation, with everything else held fixed, comparing two reference spinors with \(\langle r,r'\rangle\ne0\) therefore probes the Ward identity numerically.

```lean
import Mathlib

open Matrix

namespace SpinorHelicity

noncomputable section

local notation "sqrt2" => ((Real.sqrt 2 : ℝ) : ℂ)

/-- The spinor bracket `⟨a,b⟩`, the determinant of the matrix with columns `a` and `b`. -/
def bracket (a b : Fin 2 → ℂ) : ℂ := a 0 * b 1 - a 1 * b 0

/-- The product `A·B` of two four-vectors written as 2×2 matrices: the polarized determinant. -/
def dot (A B : Matrix (Fin 2) (Fin 2) ℂ) : ℂ := ((A + B).det - A.det - B.det) / 2

/-- The 2×2 matrix of a complex four-vector `p`, built from the identity and the Pauli matrices. -/
def bispinor (p : Fin 4 → ℂ) : Matrix (Fin 2) (Fin 2) ℂ :=
  !![p 0 + p 3, p 1 - Complex.I * p 2; p 1 + Complex.I * p 2, p 0 - p 3]

/-- The polarization `e₊ = √2 r ktᵀ / ⟨r,k⟩` of a photon of momentum `k ktᵀ` with reference
spinor `r`, meant for `⟨r,k⟩ ≠ 0`. -/
def polPlus (k kt r : Fin 2 → ℂ) : Matrix (Fin 2) (Fin 2) ℂ :=
  (sqrt2 / bracket r k) • vecMulVec r kt

/-- The polarization `e₋ = √2 k rtᵀ / ⟨rt,kt⟩` of a photon of momentum `k ktᵀ` with reference
spinor `rt`, meant for `⟨rt,kt⟩ ≠ 0`. -/
def polMinus (k kt rt : Fin 2 → ℂ) : Matrix (Fin 2) (Fin 2) ℂ :=
  (sqrt2 / bracket rt kt) • vecMulVec k rt

/-- On matrices of four-vectors, `dot` is the Minkowski product of signature (+,−,−,−). -/
theorem dot_bispinor (p q : Fin 4 → ℂ) :
    dot (bispinor p) (bispinor q) = p 0 * q 0 - p 1 * q 1 - p 2 * q 2 - p 3 * q 3 := by
  have e00 : ∀ p, bispinor p 0 0 = p 0 + p 3 := fun _ => rfl
  have e01 : ∀ p, bispinor p 0 1 = p 1 - Complex.I * p 2 := fun _ => rfl
  have e10 : ∀ p, bispinor p 1 0 = p 1 + Complex.I * p 2 := fun _ => rfl
  have e11 : ∀ p, bispinor p 1 1 = p 0 - p 3 := fun _ => rfl
  simp only [dot, Matrix.det_fin_two, Matrix.add_apply, e00, e01, e10, e11]
  linear_combination (p 2 * q 2) * Complex.I_sq

/-- The product is homogeneous in its first four-vector. -/
theorem dot_smul_left (c : ℂ) (A B : Matrix (Fin 2) (Fin 2) ℂ) :
    dot (c • A) B = c * dot A B := by
  simp only [dot, Matrix.det_fin_two, Matrix.add_apply, Matrix.smul_apply, smul_eq_mul]
  ring

/-- The product of two dyads `a bᵀ` and `c dᵀ` is half the product of their spinor brackets. -/
theorem dot_vecMulVec (a b c d : Fin 2 → ℂ) :
    dot (vecMulVec a b) (vecMulVec c d) = bracket a c * bracket b d / 2 := by
  simp only [dot, bracket, Matrix.det_fin_two, Matrix.add_apply, Matrix.vecMulVec_apply]
  ring

/-- For nonzero brackets `⟨r,k⟩` and `⟨rt,kt⟩`, both polarizations are null and orthogonal to
the photon momentum `k ktᵀ` and the reference momentum `r rtᵀ`, and `e₊·e₋ = -1`. -/
theorem polarization_products (k kt r rt : Fin 2 → ℂ)
    (h : bracket r k ≠ 0) (ht : bracket rt kt ≠ 0) :
    dot (polPlus k kt r) (polPlus k kt r) = 0 ∧
    dot (polMinus k kt rt) (polMinus k kt rt) = 0 ∧
    dot (polPlus k kt r) (vecMulVec k kt) = 0 ∧
    dot (polPlus k kt r) (vecMulVec r rt) = 0 ∧
    dot (polMinus k kt rt) (vecMulVec k kt) = 0 ∧
    dot (polMinus k kt rt) (vecMulVec r rt) = 0 ∧
    dot (polPlus k kt r) (polMinus k kt rt) = -1 := by
  refine ⟨?_, ?_, ?_, ?_, ?_, ?_, ?_⟩
  -- the six vanishing products each contain the bracket of a spinor with itself
  iterate 6
    · simp only [polPlus, polMinus, dot, Matrix.det_fin_two, Matrix.add_apply,
        Matrix.smul_apply, Matrix.vecMulVec_apply, smul_eq_mul]
      ring
  -- the normalization
  have hs : sqrt2 ^ 2 = 2 := by
    rw [← Complex.ofReal_pow, Real.sq_sqrt (by norm_num)]
    norm_num
  have hc : ∀ A B, dot A B = dot B A := fun A B => by
    unfold dot
    rw [add_comm A B]
    ring
  have hb : bracket k r = -bracket r k := by
    unfold bracket
    ring
  have h1 := mul_inv_cancel₀ h
  have h2 := mul_inv_cancel₀ ht
  rw [polPlus, polMinus, dot_smul_left, hc, dot_smul_left, dot_vecMulVec, hb]
  linear_combination (-(sqrt2 ^ 2) / 2 * bracket rt kt * (bracket rt kt)⁻¹) * h1
    + (-(sqrt2 ^ 2) / 2) * h2 - hs / 2

/-- The helicity sum: for nonzero brackets, the two polarizations contracted with any
four-vectors `A` and `B` give `-A·B` plus the terms in `K = k ktᵀ` and `R = r rtᵀ`. -/
theorem helicity_sum (k kt r rt : Fin 2 → ℂ) (A B : Matrix (Fin 2) (Fin 2) ℂ)
    (h : bracket r k ≠ 0) (ht : bracket rt kt ≠ 0) :
    dot (polPlus k kt r) A * dot (polMinus k kt rt) B
      + dot (polMinus k kt rt) A * dot (polPlus k kt r) B
    = -dot A B + (dot (vecMulVec k kt) A * dot (vecMulVec r rt) B
        + dot (vecMulVec r rt) A * dot (vecMulVec k kt) B)
        / dot (vecMulVec k kt) (vecMulVec r rt) := by
  have hs : sqrt2 ^ 2 = 2 := by
    rw [← Complex.ofReal_pow, Real.sq_sqrt (by norm_num)]
    norm_num
  have hKR : dot (vecMulVec k kt) (vecMulVec r rt) = bracket r k * bracket rt kt / 2 := by
    rw [dot_vecMulVec]
    unfold bracket
    ring
  -- completeness of the four dyads, before any division
  have F : dot (vecMulVec r kt) A * dot (vecMulVec k rt) B
      + dot (vecMulVec k rt) A * dot (vecMulVec r kt) B
      = -dot (vecMulVec k kt) (vecMulVec r rt) * dot A B
        + (dot (vecMulVec k kt) A * dot (vecMulVec r rt) B
        + dot (vecMulVec r rt) A * dot (vecMulVec k kt) B) := by
    simp only [dot, Matrix.det_fin_two, Matrix.add_apply, Matrix.vecMulVec_apply]
    ring
  have h1 := mul_inv_cancel₀ h
  have h2 := mul_inv_cancel₀ ht
  simp only [polPlus, polMinus, dot_smul_left]
  calc _ = sqrt2 ^ 2 * (dot (vecMulVec r kt) A * dot (vecMulVec k rt) B
      + dot (vecMulVec k rt) A * dot (vecMulVec r kt) B)
      / (bracket r k * bracket rt kt) := by ring
    _ = _ := by
      rw [F, hs, hKR]
      linear_combination (-dot A B * bracket rt kt * (bracket rt kt)⁻¹) * h1 - dot A B * h2

/-- For nonzero brackets and currents `A`, `B` orthogonal to the photon momentum, the helicity
sum is `-A·B`. -/
theorem helicity_sum_conserved (k kt r rt : Fin 2 → ℂ) (A B : Matrix (Fin 2) (Fin 2) ℂ)
    (h : bracket r k ≠ 0) (ht : bracket rt kt ≠ 0)
    (hA : dot (vecMulVec k kt) A = 0) (hB : dot (vecMulVec k kt) B = 0) :
    dot (polPlus k kt r) A * dot (polMinus k kt rt) B
      + dot (polMinus k kt rt) A * dot (polPlus k kt r) B = -dot A B := by
  rw [helicity_sum k kt r rt A B h ht, hA, hB]
  simp

/-- Changing the reference spinor from `r` to `r'`, both with nonzero bracket with `k`, shifts
`e₊` by an explicit multiple of the photon momentum. -/
theorem polPlus_shift (k kt r r' : Fin 2 → ℂ)
    (h : bracket r k ≠ 0) (h' : bracket r' k ≠ 0) :
    polPlus k kt r' - polPlus k kt r
      = (sqrt2 * bracket r r' / (bracket r k * bracket r' k)) • vecMulVec k kt := by
  -- the Schouten identity
  have S : ∀ i, r' i * bracket r k - r i * bracket r' k = bracket r r' * k i :=
    Fin.forall_fin_two.mpr ⟨by unfold bracket; ring, by unfold bracket; ring⟩
  have h1 := mul_inv_cancel₀ h
  have h2 := mul_inv_cancel₀ h'
  ext i j
  simp only [polPlus, Matrix.sub_apply, Matrix.smul_apply, Matrix.vecMulVec_apply, smul_eq_mul]
  linear_combination (sqrt2 * (bracket r k)⁻¹ * (bracket r' k)⁻¹ * kt j) * S i
    - (sqrt2 * (bracket r' k)⁻¹ * r' i * kt j) * h1
    + (sqrt2 * (bracket r k)⁻¹ * r i * kt j) * h2

/-- An amplitude `M` linear in the polarization takes the same value on `e₊` for all admissible
reference spinors exactly when it vanishes on the photon momentum (the Ward identity). -/
theorem reference_independent_iff_ward (k kt : Fin 2 → ℂ)
    (M : Matrix (Fin 2) (Fin 2) ℂ →ₗ[ℂ] ℂ) :
    (∀ r r', bracket r k ≠ 0 → bracket r' k ≠ 0 →
      M (polPlus k kt r) = M (polPlus k kt r')) ↔ M (vecMulVec k kt) = 0 := by
  constructor
  · intro h
    by_cases hk : ∃ r, bracket r k ≠ 0
    · -- compare the reference spinors r and r + k
      obtain ⟨r, hr⟩ := hk
      have hr' : bracket (r + k) k = bracket r k := by
        simp only [bracket, Pi.add_apply]
        ring
      have hrr : bracket r (r + k) = bracket r k := by
        simp only [bracket, Pi.add_apply]
        ring
      have hn : bracket (r + k) k ≠ 0 := by rwa [hr']
      have e := congrArg M (polPlus_shift k kt r (r + k) hr hn)
      rw [map_sub, map_smul, h r (r + k) hr hn, sub_self, smul_eq_mul, hr', hrr] at e
      have hs : sqrt2 ≠ 0 := Complex.ofReal_ne_zero.mpr (by positivity)
      exact (mul_eq_zero.mp e.symm).resolve_left
        (div_ne_zero (mul_ne_zero hs hr) (mul_ne_zero hr hr))
    · -- otherwise k = 0 and the momentum vanishes
      have h0 : ∀ r, bracket r k = 0 := fun r => by_contra fun hr => hk ⟨r, hr⟩
      have k1 := h0 ![1, 0]
      have k0 := h0 ![0, 1]
      simp [bracket] at k1 k0
      have hK : vecMulVec k kt = 0 := by
        ext i j
        fin_cases i <;> simp [Matrix.vecMulVec_apply, k0, k1]
      rw [hK, map_zero]
  · intro hM r r' hr hr'
    have e := congrArg M (polPlus_shift k kt r r' hr hr')
    rw [map_sub, map_smul, hM, smul_zero] at e
    exact (sub_eq_zero.mp e).symm

/-- When `kt` and `rt` are the complex conjugates of `k` and `r`, the polarization `e₋` is the
Hermitian conjugate of `e₊`. -/
theorem polMinus_eq_conjTranspose (k r : Fin 2 → ℂ) :
    polMinus k (star k) (star r) = (polPlus k (star k) r)ᴴ := by
  have hb : bracket (star r) (star k) = star (bracket r k) := by
    simp only [bracket, Pi.star_apply, star_sub, star_mul']
  ext i j
  simp only [polPlus, polMinus, hb, Matrix.conjTranspose_apply, Matrix.smul_apply,
    Matrix.vecMulVec_apply, smul_eq_mul, Pi.star_apply, Complex.star_def, map_mul, map_div₀,
    Complex.conj_ofReal, Complex.conj_conj]
  ring

end

end SpinorHelicity
```

```lean
#print axioms SpinorHelicity.helicity_sum_conserved
-- 'SpinorHelicity.helicity_sum_conserved' depends on axioms: [propext, Classical.choice, Quot.sound]
#print axioms SpinorHelicity.polPlus_shift
-- 'SpinorHelicity.polPlus_shift' depends on axioms: [propext, Classical.choice, Quot.sound]
#print axioms SpinorHelicity.reference_independent_iff_ward
-- 'SpinorHelicity.reference_independent_iff_ward' depends on axioms: [propext, Classical.choice, Quot.sound]
#print axioms SpinorHelicity.polMinus_eq_conjTranspose
-- 'SpinorHelicity.polMinus_eq_conjTranspose' depends on axioms: [propext, Classical.choice, Quot.sound]
```

## From the algebra to the proofs

The lemma `dot_vecMulVec` is the factorization of dyad products, proved by expanding entries. In `polarization_products`, the same expansion gives the six zeros. The normalization uses the factorization and `dot_smul_left`; `linear_combination` then supplies \((\sqrt2)^2=2\) and cancels each bracket against its inverse.

For `helicity_sum`, the identity `F` replaces the basis expansion: it is the relation multiplied through by \(K\cdot R\), a polynomial identity that `ring` verifies. The `calc` block restores the prefactors and divides. Setting \(K\cdot A\) and \(K\cdot B\) to zero gives `helicity_sum_conserved`.

In `polPlus_shift`, `S` is the Schouten identity for each component, and `linear_combination` performs the division. The Ward equivalence applies `M` to this shift, using `r + k` for the converse and treating \(k=0\) separately. Finally, `polMinus_eq_conjTranspose` conjugates the bracket and compares matrix entries.
